# One level with small nonzero $k/\alpha$: a smooth idempotency penalty moves the minimum off occupation 1, Kohn's penalty keeps a local one there

A density-matrix minimization can use a penalty term to favour idempotency, that is, occupations equal to 0 or 1. Whether a minimum can then lie exactly at occupation 1, or only near it, depends on the penalty. Take one level with energy $k=\varepsilon-\mu$ relative to the chemical potential, trial occupation $x$ and penalty strength $\alpha>0$, and compare a smooth penalty, in $S$, with Kohn's penalty, in $K$:

$$S(x)=kx+\alpha(x^2-x)^2,\qquad K(x)=kx+\alpha|x^2-x| .$$

Let $u=k/(2\alpha)$, with $k\neq0$ and $|u|\le 1/20$. Then $S$ is not stationary at $x=1$, but has a stationary point in $[1-u-5u^2,\;1-u]$. $K$ has a strict local minimum exactly at 1 and is not differentiable there.

## Consequences for the stopping test

In this non-interacting one-level model, the stationary point of $S$ near 1 misses 1 by about $|u|$, so a minimizer that converges to it returns a non-idempotent result, which a further step such as purification can correct. $K$ has a local minimum exactly at 1, but the slope does not tend to zero on approach to it, so a test for a small gradient norm does not detect convergence to that minimum.

For $k=-0.1$ and $\alpha=1$ we have $u=-0.05$, and the interval is $[1.0375,\,1.05]$. The stationary point of $S$ is $x\approx1.044$, an overfilled level. At $x=1$ the slope of $S$ is $-0.1$, while $K$ has slope $-1.1$ from below and $+0.9$ from above.

## Locating both minima

**The smooth penalty.** Differentiation gives

$$S'(x)=k+2\alpha(x^2-x)(2x-1),$$

so $S'(1)=k\ne0$. Dividing by $2\alpha$, stationarity reads $g(x)=u+(x^2-x)(2x-1)=0$. With $x=1-d$,

$$g=u-d(1-d)(1-2d)=u-d+3d^2-2d^3 .$$

At the right end $d=u$, and $g=u^2(3-2u)\ge0$. At the left end $d=us$ with $s=1+5u$, and

$$g=u^2\left(-5+3s^2-2us^3\right).$$

Since $3/4\le s\le5/4$, we have $3s^2\le75/16$ and $s^3\le2$, hence $-2us^3\le1/5$. The bracket is negative, so $g\le0$. By continuity $g$ has a root $x$ in the interval. It is not 1, because $S'(1)\neq0$.

This root is also a minimum. Eliminating $k$ with $S'(x)=0$ and expanding $(y^2-y)^2=y^4-2y^3+y^2$ about $x$ gives

$$S(y)-S(x)=\alpha(y-x)^2Q,\quad Q=y^2+2xy+3x^2-2y-4x+1 .$$

The interval lies above $4/5$. Writing $x=4/5+a$ and $y=4/5+b$ with $a,b\ge0$,

$$Q=\tfrac1{25}+\tfrac{12}5a+\tfrac65b+3a^2+2ab+b^2>0 ,$$

so $x$ is the strict minimum among all occupations $y\ge4/5$.

**Kohn's penalty.** Since $x^2-x=x(x-1)$,

$$K(x)-K(1)=k(x-1)+\alpha|x||x-1| .$$

For $t>0$ the difference at $x=1+t$ is $t(k+\alpha+\alpha t)$; for $0<t<1$ the difference at $x=1-t$ is $t(\alpha-k-\alpha t)$. Both are positive for all small $t$ exactly when $-\alpha\le k<\alpha$. The assumption $|u|\le1/20$ means $|k|\le\alpha/10$, well inside this range. The one-sided slopes $k+\alpha$ and $k-\alpha$ differ by $2\alpha$, which is the kink.

If $-\alpha\le k<0$, the minimum at 1 is global: above 1 the first expression is positive for every $t>0$, and below 1 the term $k(x-1)$ is positive while the penalty term is nonnegative. If $k>0$, the empty level is lower, since $K(0)=0<k=K(1)$, and a minimizer started near 1 can settle in the wrong state.

## Lean source

```lean
import Mathlib

open Set Filter Topology

namespace DensityMatrixPenalty

/-- Energy of a single level `k = eps - mu` with occupation `x` and the smooth
idempotency penalty `α (x² - x)²`. -/
def smoothFunctional (k α x : ℝ) : ℝ := k * x + α * (x ^ 2 - x) ^ 2

/-- Energy of a single level `k = eps - mu` with occupation `x` and Kohn's
idempotency penalty `α |x² - x|`. -/
def kohnFunctional (k α x : ℝ) : ℝ := k * x + α * |x ^ 2 - x|

/-- The slope of the smooth functional at occupation `x`. -/
theorem hasDerivAt_smooth (k α x : ℝ) :
    HasDerivAt (smoothFunctional k α) (k + 2 * α * ((x ^ 2 - x) * (2 * x - 1))) x := by
  have h := ((hasDerivAt_id' x).const_mul k).fun_add
    (((((hasDerivAt_id' x).fun_pow 2).fun_sub (hasDerivAt_id' x)).fun_pow 2).const_mul α)
  exact h.congr_deriv (by
    simp only [show (2 : ℕ) - 1 = 1 from rfl, pow_one, Nat.cast_ofNat]
    ring)

/-- For `|u| ≤ 1/20` the stationarity condition `u + (x² - x)(2x - 1) = 0` has a solution
between `1 - u - 5u²` and `1 - u`. -/
theorem exists_stationary_occupation {u : ℝ} (hu : |u| ≤ 1 / 20) :
    ∃ x ∈ Icc (1 - u - 5 * u ^ 2) (1 - u), u + (x ^ 2 - x) * (2 * x - 1) = 0 := by
  obtain ⟨h1, h2⟩ := abs_le.mp hu
  have hc : Continuous fun x : ℝ => u + (x ^ 2 - x) * (2 * x - 1) := by fun_prop
  -- the left-hand side of the condition is nonpositive at the left end
  have ha : u + ((1 - u - 5 * u ^ 2) ^ 2 - (1 - u - 5 * u ^ 2))
      * (2 * (1 - u - 5 * u ^ 2) - 1) ≤ 0 := by
    have s0 : 0 ≤ 1 + 5 * u := by linarith
    have s2 : (1 + 5 * u) ^ 2 ≤ 25 / 16 := by nlinarith
    have s3 : (1 + 5 * u) ^ 3 ≤ 2 := by
      nlinarith [mul_le_mul_of_nonneg_left s2 s0]
    have s4 : 0 ≤ (u + 1 / 20) * (1 + 5 * u) ^ 3 :=
      mul_nonneg (by linarith) (pow_nonneg s0 3)
    have hb : -5 + 3 * (1 + 5 * u) ^ 2 - 2 * (u * (1 + 5 * u) ^ 3) ≤ 0 := by
      linarith [add_mul u (1 / 20) ((1 + 5 * u) ^ 3)]
    calc _ = u ^ 2 * (-5 + 3 * (1 + 5 * u) ^ 2 - 2 * (u * (1 + 5 * u) ^ 3)) := by ring
      _ ≤ 0 := mul_nonpos_of_nonneg_of_nonpos (sq_nonneg u) hb
  -- and nonnegative at the right end
  have hb : 0 ≤ u + ((1 - u) ^ 2 - (1 - u)) * (2 * (1 - u) - 1) := by
    calc 0 ≤ u ^ 2 * (3 - 2 * u) := mul_nonneg (sq_nonneg u) (by linarith)
      _ = _ := by ring
  obtain ⟨x, hx, h⟩ := intermediate_value_Icc
    (by nlinarith [sq_nonneg u] : 1 - u - 5 * u ^ 2 ≤ 1 - u) hc.continuousOn ⟨ha, hb⟩
  exact ⟨x, hx, h⟩

/-- For `α > 0`, `k ≠ 0` and `u = k/(2α)` with `|u| ≤ 1/20`, the smooth functional has a
stationary point `x ≠ 1` in `[1 - u - 5u², 1 - u]`, and `x` is its strict minimum among all
occupations `y ≥ 4/5`. -/
theorem smooth_shifted_minimum {k α : ℝ} (hα : 0 < α) (hk : k ≠ 0)
    (hu : |k / (2 * α)| ≤ 1 / 20) :
    ∃ x ∈ Icc (1 - k / (2 * α) - 5 * (k / (2 * α)) ^ 2) (1 - k / (2 * α)),
      x ≠ 1 ∧ HasDerivAt (smoothFunctional k α) 0 x ∧
      ∀ y, 4 / 5 ≤ y → y ≠ x → smoothFunctional k α x < smoothFunctional k α y := by
  obtain ⟨x, hx, hroot⟩ := exists_stationary_occupation hu
  have hk' : k = 2 * α * (k / (2 * α)) := by field_simp
  have hstat : k + 2 * α * ((x ^ 2 - x) * (2 * x - 1)) = 0 := by
    linear_combination hk' + 2 * α * hroot
  obtain ⟨h1, h2⟩ := abs_le.mp hu
  have hx45 : 4 / 5 ≤ x := by
    have hsq : (k / (2 * α)) ^ 2 ≤ 1 / 400 := by nlinarith
    linarith [hx.1]
  refine ⟨x, hx, ?_, (hasDerivAt_smooth k α x).congr_deriv hstat, ?_⟩
  · intro h
    rw [h] at hstat
    exact hk (by linarith)
  · intro y hy hne
    -- Taylor expansion about the stationary point, with exact remainder
    have hdiff : smoothFunctional k α y - smoothFunctional k α x = α * ((y - x) ^ 2 *
        (y ^ 2 + 2 * x * y + 3 * x ^ 2 - 2 * y - 4 * x + 1)) := by
      unfold smoothFunctional
      linear_combination (y - x) * hstat
    have hQ : 0 < y ^ 2 + 2 * x * y + 3 * x ^ 2 - 2 * y - 4 * x + 1 := by
      nlinarith [mul_nonneg (sub_nonneg.mpr hx45) (sub_nonneg.mpr hy),
        sq_nonneg (x - 4 / 5), sq_nonneg (y - 4 / 5)]
    have hsq : 0 < (y - x) ^ 2 := pow_pos_of_ne hne
    linarith [mul_pos hα (mul_pos hsq hQ)]
where
  pow_pos_of_ne {x y : ℝ} (h : y ≠ x) : 0 < (y - x) ^ 2 :=
    sq_pos_of_ne_zero (sub_ne_zero.mpr h)

/-- Kohn's functional measured from its value at full occupation. -/
theorem kohn_sub_one (k α x : ℝ) :
    kohnFunctional k α x - kohnFunctional k α 1 = k * (x - 1) + α * (|x| * |x - 1|) := by
  have h : x ^ 2 - x = x * (x - 1) := by ring
  have h1 : |(1 : ℝ) ^ 2 - 1| = 0 := by norm_num
  unfold kohnFunctional
  rw [h, abs_mul, h1]
  ring

/-- For `α > 0`, full occupation is a strict local minimum of Kohn's functional if and only
if `-α ≤ k < α`. -/
theorem kohn_strict_local_min_iff {k α : ℝ} (hα : 0 < α) :
    (∀ᶠ x in 𝓝[≠] (1 : ℝ), kohnFunctional k α 1 < kohnFunctional k α x) ↔
      -α ≤ k ∧ k < α := by
  rw [eventually_nhdsWithin_iff, Metric.eventually_nhds_iff]
  constructor
  · rintro ⟨ε, hε, h⟩
    constructor
    · -- if `k < -α`, a slightly larger occupation lowers the energy
      by_contra hk
      have hk := not_le.mp hk
      obtain ⟨t, ht0, ht1, ht2⟩ : ∃ t : ℝ, 0 < t ∧ t < ε ∧ α * t ≤ -(k + α) := by
        refine ⟨min (ε / 2) (-(k + α) / α), lt_min (by linarith)
          (div_pos (by linarith) hα), (min_le_left _ _).trans_lt (by linarith), ?_⟩
        calc _ ≤ α * (-(k + α) / α) := mul_le_mul_of_nonneg_left (min_le_right _ _) hα.le
          _ = -(k + α) := by field_simp
      have e : 1 + t - 1 = t := by ring
      have h1 := h (y := 1 + t) (by rw [Real.dist_eq, e, abs_of_pos ht0]; exact ht1)
        (by simp [ht0.ne'])
      have h2 := kohn_sub_one k α (1 + t)
      rw [e, abs_of_pos ht0, abs_of_pos (by linarith : 0 < 1 + t)] at h2
      nlinarith [mul_nonneg ht0.le (sub_nonneg.mpr ht2)]
    · -- if `α ≤ k`, a slightly smaller occupation lowers the energy
      by_contra hk
      have hk := not_lt.mp hk
      obtain ⟨t, ht0, ht1, ht2⟩ : ∃ t : ℝ, 0 < t ∧ t < ε ∧ t ≤ 1 / 2 :=
        ⟨min (ε / 2) (1 / 2), lt_min (by linarith) (by norm_num),
          (min_le_left _ _).trans_lt (by linarith), min_le_right _ _⟩
      have e : 1 - t - 1 = -t := by ring
      have h1 := h (y := 1 - t)
        (by rw [Real.dist_eq, e, abs_neg, abs_of_pos ht0]; exact ht1) (by simp [ht0.ne'])
      have h2 := kohn_sub_one k α (1 - t)
      rw [e, abs_neg, abs_of_pos ht0, abs_of_pos (by linarith : 0 < 1 - t)] at h2
      nlinarith [mul_nonneg ht0.le (sub_nonneg.mpr hk), mul_pos hα (mul_pos ht0 ht0)]
  · rintro ⟨h1, h2⟩
    refine ⟨min 1 ((α - k) / α), lt_min one_pos (div_pos (by linarith) hα),
      fun x hx hne => ?_⟩
    rw [Real.dist_eq, lt_min_iff, lt_div_iff₀ hα] at hx
    have hx0 : 0 < x := by linarith [(abs_lt.mp hx.1).1]
    have hd := kohn_sub_one k α x
    rw [abs_of_pos hx0] at hd
    rcases lt_or_gt_of_ne (show x ≠ 1 from hne) with hl | hg
    · rw [abs_of_neg (by linarith : x - 1 < 0)] at hd hx
      nlinarith [mul_pos (sub_pos.mpr hl) (sub_pos.mpr hx.2)]
    · have hg' : 0 < x - 1 := by linarith
      rw [abs_of_pos hg'] at hd
      nlinarith [mul_nonneg hg'.le (by linarith : 0 ≤ k + α),
        mul_pos hα (mul_pos hg' hg')]

/-- For a level below the chemical potential with `-α ≤ k < 0`, full occupation is the strict
global minimum of Kohn's functional over all real occupations. -/
theorem kohn_global_min {k α : ℝ} (h1 : -α ≤ k) (h2 : k < 0) {x : ℝ} (hx : x ≠ 1) :
    kohnFunctional k α 1 < kohnFunctional k α x := by
  have hα : 0 < α := by linarith
  have hd := kohn_sub_one k α x
  rcases lt_or_gt_of_ne hx with hl | hg
  · have hl' : 0 < 1 - x := by linarith
    rw [abs_of_neg (by linarith : x - 1 < 0)] at hd
    nlinarith [mul_pos hl' (neg_pos.mpr h2),
      mul_nonneg hα.le (mul_nonneg (abs_nonneg x) hl'.le)]
  · have hg' : 0 < x - 1 := by linarith
    rw [abs_of_pos hg', abs_of_pos (by linarith : 0 < x)] at hd
    nlinarith [mul_nonneg hg'.le (by linarith : 0 ≤ k + α), mul_pos hα (mul_pos hg' hg')]

/-- At full occupation Kohn's functional has slope `k + α` from above and `k - α` from
below. -/
theorem kohn_one_sided_slopes (k α : ℝ) :
    HasDerivWithinAt (kohnFunctional k α) (k + α) (Ici 1) 1 ∧
      HasDerivWithinAt (kohnFunctional k α) (k - α) (Icc 0 1) 1 := by
  have hp : ∀ c : ℝ, HasDerivAt (fun x : ℝ => k * x + c * (x ^ 2 - x)) (k + c) 1 := by
    intro c
    have h := ((hasDerivAt_id' (1 : ℝ)).const_mul k).fun_add
      ((((hasDerivAt_id' (1 : ℝ)).fun_pow 2).fun_sub (hasDerivAt_id' (1 : ℝ))).const_mul c)
    exact h.congr_deriv (by
      simp only [show (2 : ℕ) - 1 = 1 from rfl, pow_one, Nat.cast_ofNat]
      ring)
  -- on either side of 1 the functional is a polynomial
  have e1 : ∀ x ∈ Ici (1 : ℝ), kohnFunctional k α x = k * x + α * (x ^ 2 - x) := by
    intro x hx
    have hx' : 1 ≤ x := hx
    unfold kohnFunctional
    rw [abs_of_nonneg (by nlinarith)]
  have e2 : ∀ x ∈ Icc (0 : ℝ) 1, kohnFunctional k α x = k * x + -α * (x ^ 2 - x) := by
    intro x hx
    unfold kohnFunctional
    rw [abs_of_nonpos (by nlinarith [mul_nonneg hx.1 (sub_nonneg.mpr hx.2)])]
    ring
  refine ⟨(hp α).hasDerivWithinAt.congr e1 (e1 1 (by simp)), ?_⟩
  rw [sub_eq_add_neg]
  exact (hp (-α)).hasDerivWithinAt.congr e2 (e2 1 (by simp))

/-- For `α ≠ 0` Kohn's functional is not differentiable at full occupation. -/
theorem kohn_not_differentiable {k α : ℝ} (hα : α ≠ 0) :
    ¬ DifferentiableAt ℝ (kohnFunctional k α) 1 := by
  intro h
  have hd := h.hasDerivAt
  have h1 := UniqueDiffWithinAt.eq_deriv (Ici (1 : ℝ))
    (uniqueDiffOn_Ici (1 : ℝ) 1 (by simp)) hd.hasDerivWithinAt (kohn_one_sided_slopes k α).1
  have h2 := UniqueDiffWithinAt.eq_deriv (Icc (0 : ℝ) 1)
    (uniqueDiffOn_Icc (zero_lt_one' ℝ) 1 (by simp)) hd.hasDerivWithinAt
    (kohn_one_sided_slopes k α).2
  exact hα (by linarith)

/-- For `α > 0`, `k ≠ 0` and `u = k/(2α)` with `|u| ≤ 1/20`, the smooth functional is not
stationary at 1 but is stationary somewhere in `[1 - u - 5u², 1 - u]`, while Kohn's functional
has a strict local minimum at 1 and is not differentiable there. -/
theorem smooth_versus_kohn {k α : ℝ} (hα : 0 < α) (hk : k ≠ 0)
    (hu : |k / (2 * α)| ≤ 1 / 20) :
    ¬ HasDerivAt (smoothFunctional k α) 0 1 ∧
    (∃ x ∈ Icc (1 - k / (2 * α) - 5 * (k / (2 * α)) ^ 2) (1 - k / (2 * α)),
      HasDerivAt (smoothFunctional k α) 0 x) ∧
    (∀ᶠ x in 𝓝[≠] (1 : ℝ), kohnFunctional k α 1 < kohnFunctional k α x) ∧
    ¬ DifferentiableAt ℝ (kohnFunctional k α) 1 := by
  refine ⟨fun h => hk ?_, ?_, (kohn_strict_local_min_iff hα).mpr ?_,
    kohn_not_differentiable hα.ne'⟩
  · have h0 := h.unique (hasDerivAt_smooth k α 1)
    linarith
  · obtain ⟨x, hx, -, hs, -⟩ := smooth_shifted_minimum hα hk hu
    exact ⟨x, hx, hs⟩
  · obtain ⟨h1, h2⟩ := abs_le.mp hu
    rw [le_div_iff₀ (by linarith)] at h1
    rw [div_le_iff₀ (by linarith)] at h2
    constructor <;> linarith

end DensityMatrixPenalty
```

```lean
#print axioms DensityMatrixPenalty.kohn_global_min
-- 'DensityMatrixPenalty.kohn_global_min' depends on axioms: [propext, Classical.choice, Quot.sound]
#print axioms DensityMatrixPenalty.smooth_versus_kohn
-- 'DensityMatrixPenalty.smooth_versus_kohn' depends on axioms: [propext, Classical.choice, Quot.sound]
```

## Reading the theorems and their limits

`smoothFunctional k α` and `kohnFunctional k α` are $S$ and $K$ as functions on all of $\mathbb R$; occupations are not confined to $[0,1]$. Where the docstrings call $K$ "Kohn's functional", the name refers to its penalty term. `HasDerivAt (smoothFunctional k α) 0 x` says that $S$ is differentiable at $x$ with slope zero, and `Icc` is a closed interval. The expression `∀ᶠ x in 𝓝[≠] (1 : ℝ)` means "for all $x\ne1$ close enough to 1", which makes the inequality after it a strict local minimum.

`smooth_versus_kohn` collects the four statements of the comparison. The minimum property of the shifted point is in `smooth_shifted_minimum`, the sharp range of $k$ in `kohn_strict_local_min_iff`, and the global case in `kohn_global_min`.

The proofs follow the derivation:

- `exists_stationary_occupation` bounds the signs at the two ends and applies `intermediate_value_Icc`.
- In `smooth_shifted_minimum`, `linear_combination` verifies the factorized energy difference and `nlinarith` the positivity of $Q$.
- `kohn_sub_one` supplies the difference formula for $K$. The "only if" half of the criterion inserts a trial point $1\pm t$ close to 1 whose energy is not above that at 1.
- `kohn_not_differentiable` notes that a derivative at 1 would have to equal both slopes from `kohn_one_sided_slopes`, which forces $\alpha=0$.

Stationarity should not be written as `deriv f x = 0` here. Lean's `deriv` returns 0 where a function has no derivative, so that formula would declare $K$ stationary at its kink. `HasDerivAt` avoids this.

The model has one level of fixed energy. For a density matrix $P$, the penalty $\alpha\,[\mathrm{Tr}\,(P^2-P)^2]^{1/2}$ reduces to $\alpha|x^2-x|$ in this case, but with several levels the square root couples them, and the theorems do not treat that coupling. They also leave out self-consistency, localization constraints and the convergence of any minimizer. The bound $|u|\le1/20$ is an assumption that the penalty is strong compared with the level's distance from $\mu$; for given $k$ it holds when $\alpha\ge10|k|$.
